# For unit links, the plaquette argument is the lattice curl of the link arguments plus 2πn, with |n| ≤ 2

Put a phase factor of modulus one on every link of a periodic $N\times M$ lattice, and let $F(k)$ be their oriented product around the plaquette at the site $k$. Then $\arg F(k)$ differs from the oriented sum of the four link arguments by $2\pi n(k)$, where $n(k)$ is an integer with $|n(k)|\le 2$. Changing the phases of the states at the sites leaves $F$ alone and changes $n$ by the lattice curl of a link field that takes only the values $-1$, $0$ and $1$.

In a band calculation the sites are mesh points of a two-dimensional Brillouin zone and the links are overlaps of the cell-periodic parts of neighbouring Bloch states, each divided by its modulus. For a single isolated band of a non-interacting model, with no vanishing overlap, the sum of $n$ over the mesh equals the sum of $\arg F$ divided by $2\pi$, which is the lattice Chern number up to the sign convention for the Berry connection.

```lean
import Mathlib

open Real

namespace PlaquetteIntegerField

noncomputable section
```

## Links, curl and plaquette product

Write $\hat x=(1,0)$ and $\hat y=(0,1)$. A link field $a$ has two components: $a_x(k)$ lives on the link from $k$ to $k+\hat x$, and $a_y(k)$ on the link from $k$ to $k+\hat y$. The type `ZMod N × ZMod M` makes the site addition periodic. The values may lie in any type `R`, so one structure serves for phase factors, real angles and integers.

```lean
/-- A field on the links of the periodic `N × M` lattice: `x k` and `y k` live on the links
leaving the site `k` in the two lattice directions. -/
structure Links (N M : ℕ) (R : Type) where
  x : ZMod N × ZMod M → R
  y : ZMod N × ZMod M → R
```

Going once around the plaquette, with a minus sign on links traversed backwards, gives the curl

$$(\operatorname{curl} a)(k)=a_x(k)+a_y(k+\hat x)-a_x(k+\hat y)-a_y(k).$$

```lean
variable {N M : ℕ}

/-- The lattice curl: the oriented sum of a link field around the plaquette at `k`. -/
def curl {R : Type} [AddCommGroup R] (a : Links N M R) (k : ZMod N × ZMod M) : R :=
  a.x k + a.y (k + (1, 0)) - a.x (k + (0, 1)) - a.y k
```

For unit links $U$ the same loop is a product, with inverses in place of minus signs:

$$F(k)=U_x(k)\,U_y(k+\hat x)\,U_x(k+\hat y)^{-1}\,U_y(k)^{-1}.$$

The type `Circle` contains the complex numbers of modulus one, so the normalisation of the links is part of their type.

```lean
/-- The plaquette variable `F`: the oriented product of unit links around the plaquette at `k`. -/
def plaquette (U : Links N M Circle) (k : ZMod N × ZMod M) : Circle :=
  U.x k * U.y (k + (1, 0)) * (U.x (k + (0, 1)))⁻¹ * (U.y k)⁻¹
```

The link angles are $A_\mu(k)=\arg U_\mu(k)$ for $\mu=x,y$, taken in $(-\pi,\pi]$.

```lean
/-- The principal arguments of the links, in the interval `(-π, π]`. -/
def linkArg (U : Links N M Circle) : Links N M ℝ where
  x k := Complex.arg (U.x k)
  y k := Complex.arg (U.y k)
```

## The integer field

For a real phase $t$, round $t/2\pi$ to the nearest integer.

```lean
/-- The integer nearest to the number of full turns in the phase `t`. -/
def turns (t : ℝ) : ℤ := round (t / (2 * π))
```

Applied to $t=\arg F(k)-(\operatorname{curl}A)(k)$, this defines $n(k)$. Rounding always returns an integer; that nothing is lost in the rounding has to be proved.

```lean
/-- The integer field `n`: the number of turns by which the plaquette argument differs from
the curl of the link arguments. -/
def nField (U : Links N M Circle) (k : ZMod N × ZMod M) : ℤ :=
  turns (Complex.arg (plaquette U k) - curl (linkArg U) k)
```

## Site phases and branch jumps

Let the state at $k$ be multiplied by a phase factor $g(k)$. An overlap $\langle u(k)|u(k+\hat\mu)\rangle$ is antilinear in its first state, so the links become

$$U'_\mu(k)=g(k)^{-1}\,U_\mu(k)\,g(k+\hat\mu).$$

```lean
/-- The links after a site gauge transformation: each link is multiplied by the inverse of the phase
`g` at its starting site and by the phase `g` at its end site. -/
def gauge (g : ZMod N × ZMod M → Circle) (U : Links N M Circle) : Links N M Circle where
  x k := (g k)⁻¹ * U.x k * g (k + (1, 0))
  y k := (g k)⁻¹ * U.y k * g (k + (0, 1))
```

With $\theta=\arg g$, the naive new link angle is $A_\mu(k)+\theta(k+\hat\mu)-\theta(k)$. It may lie outside $(-\pi,\pi]$, and the principal value then differs from it by whole turns. For one link `u` with end phases `a` and `b`, their number is

```lean
/-- The number of turns removed when the phase of `a⁻¹ u b` is brought back to its
principal value. -/
def branchTurns (u a b : Circle) : ℤ :=
  turns (Complex.arg u + Complex.arg b - Complex.arg a - Complex.arg (a⁻¹ * u * b : Circle))
```

Collected over all links, these numbers form the integer link field $m_\mu(k)$.

```lean
/-- The integer link field of branch jumps caused by a gauge transformation. -/
def branchShift (g : ZMod N × ZMod M → Circle) (U : Links N M Circle) : Links N M ℤ where
  x k := branchTurns (U.x k) (g k) (g (k + (1, 0)))
  y k := branchTurns (U.y k) (g k) (g (k + (0, 1)))
```

## Phases that exponentiate to one

If $e^{it}=1$, then $t=2\pi j$ for some integer $j$. Hence $t/2\pi=j$, rounding returns $j$, and $t$ is exactly $2\pi$ times its rounded number of turns. In Lean, `Circle.exp t` is $e^{it}$, and `Circle.exp_eq_exp` supplies the integer.

```lean
/-- A phase whose exponential is one is exactly `2π` times its number of turns. -/
theorem eq_two_pi_mul_turns {t : ℝ} (h : Circle.exp t = 1) : t = 2 * π * (turns t : ℝ) := by
  obtain ⟨m, hm⟩ := Circle.exp_eq_exp.mp (h.trans Circle.exp_zero.symm)
  have h2 : t / (2 * π) = m := by
    rw [div_eq_iff two_pi_pos.ne']
    linear_combination hm
  have h3 : turns t = m := by rw [turns, h2, round_intCast]
  rw [h3]
  linear_combination hm
```

A bound on the phase bounds the integer: if $|2\pi n|<2\pi(c+1)$ with $c$ an integer, then $|n|<c+1$, and therefore $|n|\le c$.

```lean
/-- If `2π n` is smaller in absolute value than `2π (c + 1)`, the integer `n` is at most `c`
in absolute value. -/
theorem abs_le_of_phase_lt {n c : ℤ} (h : |2 * π * (n : ℝ)| < 2 * π * ((c : ℝ) + 1)) :
    |n| ≤ c := by
  rw [abs_mul, abs_of_pos two_pi_pos] at h
  have h1 : |(n : ℝ)| < (c : ℝ) + 1 := lt_of_mul_lt_mul_left h two_pi_pos.le
  have h2 : |n| < c + 1 := by exact_mod_cast h1
  exact Int.lt_add_one_iff.mp h2
```

## The plaquette identity and its bound

Since $e^{iA_\mu(k)}=U_\mu(k)$, exponentiating the curl of $A$ gives the plaquette product:

$$e^{i(\operatorname{curl}A)(k)}=F(k)=e^{i\arg F(k)}.$$

The difference of the two phases exponentiates to one, so

$$\arg F(k)-(\operatorname{curl}A)(k)=2\pi n(k).$$

The left side is a signed sum of five principal arguments. Each has absolute value at most $\pi$, and $-\pi$ is excluded, so in either direction at least one of the inequalities is strict and the total has absolute value below $5\pi$. This is less than $6\pi=2\pi(2+1)$, which gives $|n(k)|\le2$. In the proof, `simp only` carries out the exponentiation, and the two `linarith` calls add the five inequalities for the lower and the upper bound.

```lean
/-- The plaquette argument minus the lattice curl of the link arguments is `2π n(k)`, where the
integer `n(k)` has absolute value at most two. -/
theorem arg_plaquette_sub_curl (U : Links N M Circle) (k : ZMod N × ZMod M) :
    Complex.arg (plaquette U k) - curl (linkArg U) k = 2 * π * (nField U k : ℝ) ∧
      |nField U k| ≤ 2 := by
  have h : Complex.arg (plaquette U k) - curl (linkArg U) k = 2 * π * (nField U k : ℝ) := by
    apply eq_two_pi_mul_turns
    -- both phases exponentiate to the same plaquette variable
    simp only [curl, linkArg, Circle.exp_sub, Circle.exp_add, Circle.exp_arg, plaquette,
      div_eq_mul_inv]
    exact mul_inv_cancel _
  refine ⟨h, abs_le_of_phase_lt ?_⟩
  -- five principal arguments add up to less than `5π`
  rw [← h, abs_lt]
  simp only [curl, linkArg]
  have lo := fun z : Circle => Complex.neg_pi_lt_arg (z : ℂ)
  have hi := fun z : Circle => Complex.arg_le_pi (z : ℂ)
  have := pi_pos
  push_cast
  constructor
  · linarith [lo (plaquette U k), hi (U.x k), hi (U.y (k + (1, 0))),
      lo (U.x (k + (0, 1))), lo (U.y k)]
  · linarith [hi (plaquette U k), lo (U.x k), lo (U.y (k + (1, 0))),
      hi (U.x (k + (0, 1))), hi (U.y k)]
```

The identity fails if a link may vanish, as it does when neighbouring states are orthogonal. On a lattice with $N,M\ge2$, take $U_x(k)=0$, $U_y(k+\hat x)=i$, and the other two links of the plaquette equal to $1$. With the usual convention $\arg 0=0$, the plaquette argument is $0$ and the curl is $\pi/2$. Their difference, $-\pi/2$, is not a multiple of $2\pi$.

## What a change of site phases does to n

The same argument applies to a single link. The naive angle and the principal value exponentiate to the same phase factor, so

$$A'_\mu(k)=A_\mu(k)+\theta(k+\hat\mu)-\theta(k)-2\pi m_\mu(k).$$

Now four principal arguments are combined. Their signed sum is strictly below $4\pi=2\pi(1+1)$ in absolute value, and $|m_\mu(k)|\le1$ follows.

```lean
/-- The argument of a gauge-transformed link is the old argument plus the difference of the site
phases, minus `2π` times an integer of absolute value at most one. -/
theorem arg_gauged_link (u a b : Circle) :
    Complex.arg (a⁻¹ * u * b : Circle) = Complex.arg u + Complex.arg b - Complex.arg a
      - 2 * π * (branchTurns u a b : ℝ) ∧ |branchTurns u a b| ≤ 1 := by
  have h : Complex.arg u + Complex.arg b - Complex.arg a - Complex.arg (a⁻¹ * u * b : Circle)
      = 2 * π * (branchTurns u a b : ℝ) := by
    apply eq_two_pi_mul_turns
    simp only [Circle.exp_sub, Circle.exp_add, Circle.exp_arg]
    rw [div_eq_one, div_eq_mul_inv, mul_comm, mul_assoc]
  refine ⟨by linarith, abs_le_of_phase_lt ?_⟩
  rw [← h, abs_lt]
  have lo := fun z : Circle => Complex.neg_pi_lt_arg (z : ℂ)
  have hi := fun z : Circle => Complex.arg_le_pi (z : ℂ)
  push_cast only [Int.cast_one]
  constructor
  · linarith [lo u, lo b, hi a, hi (a⁻¹ * u * b)]
  · linarith [hi u, hi b, lo a, lo (a⁻¹ * u * b)]
```

In the plaquette product, the phase factor of each corner meets its inverse, so $F'(k)=F(k)$. The auxiliary statement `cancel` is this cancellation for four arbitrary corner phases; `hc` says that both routes to the opposite corner end at the same site.

```lean
/-- The plaquette variable is gauge invariant. -/
theorem plaquette_gauge (g : ZMod N × ZMod M → Circle) (U : Links N M Circle)
    (k : ZMod N × ZMod M) : plaquette (gauge g U) k = plaquette U k := by
  have hc : k + (1, 0) + (0, 1) = k + (0, 1) + (1, 0) := add_right_comm _ _ _
  -- each site phase meets its inverse once around the loop
  have cancel : ∀ a b c d p q r s : Circle,
      a⁻¹ * p * b * (b⁻¹ * q * d) * (c⁻¹ * r * d)⁻¹ * (a⁻¹ * s * c)⁻¹
        = p * q * r⁻¹ * s⁻¹ := by
    intro a b c d p q r s
    apply Circle.ext
    have ha := Circle.coe_ne_zero a
    have hb := Circle.coe_ne_zero b
    have hc := Circle.coe_ne_zero c
    have hd := Circle.coe_ne_zero d
    have hr := Circle.coe_ne_zero r
    have hs := Circle.coe_ne_zero s
    simp only [Circle.coe_mul, Circle.coe_inv]
    field_simp
  simp only [plaquette, gauge, hc]
  exact cancel _ _ _ _ _ _ _ _
```

Take the curl of the transformed angles. The differences of $\theta$ cancel around the loop, because the curl of a gradient vanishes, leaving

$$\operatorname{curl}A'=\operatorname{curl}A-2\pi\operatorname{curl}m.$$

As $\arg F$ is unchanged,

$$2\pi n'=\arg F-\operatorname{curl}A'=2\pi n+2\pi\operatorname{curl}m,$$

and division by $2\pi$ gives $n'=n+\operatorname{curl}m$. The Lean proof writes out the identity for the four links as `h1` to `h4`, combines them with the two plaquette identities by `linear_combination`, and returns from real numbers to integers in the last line.

```lean
/-- A site gauge transformation changes the integer field `n` by the lattice curl of the
integer link field of branch jumps. -/
theorem nField_gauge (g : ZMod N × ZMod M → Circle) (U : Links N M Circle)
    (k : ZMod N × ZMod M) :
    nField (gauge g U) k = nField U k + curl (branchShift g U) k := by
  have hc : k + (1, 0) + (0, 1) = k + (0, 1) + (1, 0) := add_right_comm _ _ _
  have h := (arg_plaquette_sub_curl U k).1
  have h' := (arg_plaquette_sub_curl (gauge g U) k).1
  rw [plaquette_gauge] at h'
  have h1 := (arg_gauged_link (U.x k) (g k) (g (k + (1, 0)))).1
  have h2 := (arg_gauged_link (U.y k) (g k) (g (k + (0, 1)))).1
  have h3 := (arg_gauged_link (U.x (k + (0, 1))) (g (k + (0, 1)))
    (g (k + (0, 1) + (1, 0)))).1
  have h4 := (arg_gauged_link (U.y (k + (1, 0))) (g (k + (1, 0)))
    (g (k + (0, 1) + (1, 0)))).1
  -- the site phases drop out because the curl of a gradient vanishes
  have key : 2 * π * (nField (gauge g U) k : ℝ)
      = 2 * π * ((nField U k + curl (branchShift g U) k : ℤ) : ℝ) := by
    simp only [curl, linkArg, gauge, branchShift, hc] at h h' ⊢
    push_cast
    linear_combination h - h' - h1 - h4 + h3 + h2
  exact Int.cast_injective (mul_left_cancel₀ two_pi_pos.ne' key)
```

## The sum over the torus

From here on $N$ and $M$ are nonzero, which `NeZero` expresses; `ZMod 0` would be the infinite set of integers. Shifting the summation variable on the finite torus gives

$$\sum_k a_x(k+\hat y)=\sum_k a_x(k),\qquad \sum_k a_y(k+\hat x)=\sum_k a_y(k),$$

so the four terms of the curl cancel in pairs after summation.

```lean
/-- On a finite periodic lattice the curl of any link field sums to zero. -/
theorem sum_curl [NeZero N] [NeZero M] {R : Type} [AddCommGroup R] (a : Links N M R) :
    ∑ k, curl a k = 0 := by
  have hx : ∑ k, a.x (k + (0, 1)) = ∑ k, a.x k :=
    Equiv.sum_comp (Equiv.addRight ((0, 1) : ZMod N × ZMod M)) a.x
  have hy : ∑ k, a.y (k + (1, 0)) = ∑ k, a.y k :=
    Equiv.sum_comp (Equiv.addRight ((1, 0) : ZMod N × ZMod M)) a.y
  simp only [curl, Finset.sum_sub_distrib, Finset.sum_add_distrib]
  rw [hx, hy]
  abel
```

Summing the plaquette identity therefore removes the link angles:

$$\sum_k\arg F(k)=2\pi\sum_k n(k).$$

```lean
/-- The sum of all plaquette arguments is `2π` times the sum of the integer field `n`. -/
theorem sum_arg_plaquette [NeZero N] [NeZero M] (U : Links N M Circle) :
    ∑ k, Complex.arg (plaquette U k) = 2 * π * ((∑ k, nField U k : ℤ) : ℝ) := by
  have h : ∑ k, (Complex.arg (plaquette U k) - curl (linkArg U) k)
      = ∑ k, 2 * π * (nField U k : ℝ) :=
    Finset.sum_congr rfl fun k _ => (arg_plaquette_sub_curl U k).1
  rw [Finset.sum_sub_distrib, sum_curl, sub_zero, ← Finset.mul_sum] at h
  rw [h, Int.cast_sum]
```

The total on the left is thus an integer multiple of $2\pi$ on any mesh, however coarse. Whether that integer equals the Chern number of the continuum band is a separate question, which depends on the mesh being fine enough.

For a tight-binding model whose Bloch matrix is periodic over the Brillouin zone, a program computes the overlaps of neighbouring eigenvectors, divides each by its modulus, and sums the angles of the plaquette products; the sum divided by $2\pi$ is an integer up to rounding error. The field $n(k)$ comes from rounding $(\arg F-\operatorname{curl}A)/2\pi$ at each plaquette. A map of $n$ depends on the arbitrary phases returned by the eigensolver, but its sum does not, since the change is a curl. Numerical care is needed where $F(k)$ is close to $-1$: a small error can then move $\arg F(k)$ from near $\pi$ to near $-\pi$ and change the computed integer by one.

## A plaquette with n = 2

For general unit links the bound is reached on the $2\times2$ torus. Choose link phases $\pm7\pi/8$ as below. This is an abstract link field, not a set of overlaps with one state per site: with period two, the overlaps from $k$ to $k+\hat x$ and from $k+\hat x$ back to $k$ would be complex conjugates, whereas here they are equal and not real.

```lean
/-- Links on the `2 × 2` torus with phases `±7π/8`. -/
def extremalLinks : Links 2 2 Circle where
  x k := if k.2 = 0 then Circle.exp (-(7 * π / 8)) else Circle.exp (7 * π / 8)
  y k := if k.1 = 0 then Circle.exp (7 * π / 8) else Circle.exp (-(7 * π / 8))
```

At the origin the two links traversed forwards have angle $-7\pi/8$ and the two traversed backwards have angle $+7\pi/8$. The curl is

$$-4\cdot\frac{7\pi}{8}=-\frac{7\pi}{2}.$$

Hence $F=e^{-7\pi i/2}=i$, $\arg F=\pi/2$, and the difference is $4\pi$, so $n=2$. The Lean proof does not evaluate $\arg F$. It uses only $-\pi<\arg F\le\pi$, which places $2\pi n=\arg F+7\pi/2$ between $5\pi/2$ and $9\pi/2$; the only integer that fits is $2$.

```lean
/-- The integer field `n` of `extremalLinks` equals `2` at the origin. -/
theorem nField_extremalLinks : nField extremalLinks (0, 0) = 2 := by
  have hpi := pi_pos
  have hp : Complex.arg (Circle.exp (7 * π / 8)) = 7 * π / 8 :=
    Circle.arg_exp (by linarith) (by linarith)
  have hm : Complex.arg (Circle.exp (-(7 * π / 8))) = -(7 * π / 8) :=
    Circle.arg_exp (by linarith) (by linarith)
  have h10 : (1 : ZMod 2) ≠ 0 := by decide
  have hcurl : curl (linkArg extremalLinks) (0, 0) = -(7 * π / 2) := by
    simp only [curl, linkArg, extremalLinks, Prod.mk_add_mk, zero_add, add_zero, h10,
      if_true, if_false, hp, hm]
    ring
  have h := (arg_plaquette_sub_curl extremalLinks (0, 0)).1
  rw [hcurl] at h
  have lo := Complex.neg_pi_lt_arg (plaquette extremalLinks (0, 0) : ℂ)
  have hi := Complex.arg_le_pi (plaquette extremalLinks (0, 0) : ℂ)
  -- only one integer brings the phase `-7π/2` back to the principal interval
  have h1 : (1 : ℝ) < (nField extremalLinks (0, 0) : ℝ) := by nlinarith
  have h2 : (nField extremalLinks (0, 0) : ℝ) < 3 := by nlinarith
  have h3 : 1 < nField extremalLinks (0, 0) := by exact_mod_cast h1
  have h4 : nField extremalLinks (0, 0) < 3 := by exact_mod_cast h2
  omega

end

end PlaquetteIntegerField
```

```lean
#print axioms PlaquetteIntegerField.arg_plaquette_sub_curl
#print axioms PlaquetteIntegerField.nField_gauge
#print axioms PlaquetteIntegerField.sum_arg_plaquette
#print axioms PlaquetteIntegerField.nField_extremalLinks
```

```
'PlaquetteIntegerField.arg_plaquette_sub_curl' depends on axioms: [propext, Classical.choice, Quot.sound]
'PlaquetteIntegerField.nField_gauge' depends on axioms: [propext, Classical.choice, Quot.sound]
'PlaquetteIntegerField.sum_arg_plaquette' depends on axioms: [propext, Classical.choice, Quot.sound]
'PlaquetteIntegerField.nField_extremalLinks' depends on axioms: [propext, Classical.choice, Quot.sound]
```
